# A Differentiable Band Has Zero Normal Slope on a Zone Face Parallel to a Mirror Plane

When a band is known at a few k-points on a line that meets a zone face at right angles, a spline with prescribed end slopes needs a value for the slope at the face. If the band is periodic in the reciprocal lattice, differentiable across the face and symmetric under the mirror parallel to the face, that value is zero. Equivalently, the group velocity of this single band has no component normal to the face.

## Reflection and periodicity make the band even about the face

Let E(k) be a real function of the wave vector k, and let G ≠ 0 be a reciprocal vector, so that E(k + G) = E(k). The mirror that reverses G sends a wave vector q to

M q = q − (2⟨q, G⟩ / ‖G‖²) G.

Suppose that E(M q) = E(q) for all q, as happens when the crystal has this mirror symmetry and the band inherits it. Take a point k with

⟨k, G⟩ = n‖G‖²/2, n an integer.

If the first Brillouin zone has a face belonging to G, the plane with n = 1 contains it. For real t,

2⟨k + tG, G⟩ = (n + 2t)‖G‖²,

and therefore

M(k + tG) = k + tG − (n + 2t)G = k − tG − nG.

Mirror symmetry and then periodicity give

E(k + tG) = E(k − tG − nG) = E(k − tG).

If E is differentiable at k, let D be its derivative along G. At t = 0 the left side has derivative D and the right side has derivative −D. So D = −D, and D = 0. Slopes parallel to the face are not restricted.

## Inversion acts at points, not on whole faces

Now replace the mirror symmetry by E(−q) = E(q), which time reversal supplies for spinless electrons, and let E again be differentiable at k. If 2k is a period, then for every direction v

E(k + tv) = E(−k − tv) = E(−k − tv + 2k) = E(k − tv),

and every directional derivative at k vanishes. In two or more dimensions, 2k is not a period at a general point of a face, and this argument is unavailable there. Consider, with a real parameter c,

E(x, y) = cos x + cos y + c cos(x + y).

It is even and has the periods (2π, 0) and (0, 2π). Its x-derivative is

∂E/∂x = −sin x − c sin(x + y),

which at x = π equals −c sin(π + y) = c sin y. For c = 1 the normal slope on the face is sin y, which is non-zero unless y is a multiple of π. At those exceptional values 2k is a period. For c = 0 the mirror symmetry is present and the slope vanishes on the whole face.

## The mirror condition and the vanishing slope in Lean

The wave vectors live in a real inner-product space `V` of any dimension. The band is a given function `E : V → ℝ`; no Hamiltonian appears, and the symmetries of `E` are assumed, not derived from a crystal potential.

```lean
import Mathlib

open Real

namespace ZoneFaceSlope

noncomputable section

variable {V : Type*} [NormedAddCommGroup V] [InnerProductSpace ℝ V]
```

The reflection is written without division. The number `s` is the coefficient 2⟨k, G⟩/‖G‖², fixed by the equation `s * ‖G‖ ^ 2 = 2 * inner ℝ k G`.

```lean
/-- The band `E` takes equal values at `k` and `k - s G` whenever `s ‖G‖² = 2⟨k, G⟩`.
For `G ≠ 0` the second point is the mirror image of `k` in the plane through the origin
normal to `G`. -/
def MirrorInvariant (E : V → ℝ) (G : V) : Prop :=
  ∀ (k : V) (s : ℝ), s * ‖G‖ ^ 2 = 2 * inner ℝ k G → E (k - s • G) = E k
```

For G = 0 this condition holds for every band, and the slope along G is trivially zero, so the theorems do not require G ≠ 0.

The first lemma is the step D = −D. The derivative along `v` is `fderiv ℝ E k v`, the Fréchet derivative applied to `v`. In the proof, `h1` and `h2` are the derivatives along `v` and `-v`, and `e` says that the two functions of t coincide. Uniqueness of the derivative then equates the two values.

```lean
/-- If a band differentiable at `k` is even about `k` along the direction `v`, its derivative
along `v` vanishes at `k`. -/
theorem slope_zero_of_even_line {E : V → ℝ} {k v : V} (hE : DifferentiableAt ℝ E k)
    (h : ∀ t : ℝ, E (k + t • v) = E (k - t • v)) : fderiv ℝ E k v = 0 := by
  have h1 : HasDerivAt (fun t : ℝ => E (k + t • v)) (fderiv ℝ E k v) 0 :=
    hE.hasFDerivAt.hasLineDerivAt v
  have h2 : HasDerivAt (fun t : ℝ => E (k + t • (-v))) (fderiv ℝ E k (-v)) 0 :=
    hE.hasFDerivAt.hasLineDerivAt (-v)
  have e : (fun t : ℝ => E (k + t • v)) = fun t : ℝ => E (k + t • (-v)) := by
    funext t
    rw [h t, smul_neg, sub_eq_add_neg]
  -- the slope equals its own negative
  rw [e] at h1
  have h3 := h1.unique h2
  rw [map_neg] at h3
  linarith
```

Mathlib assigns `fderiv` the value zero where no derivative exists, so it is the hypothesis `hE` that makes the conclusion a statement about an actual slope. Physically, it excludes kinks such as those that energy-ordered bands can have at a crossing. Following a branch smoothly through a crossing on the face can break the periodicity instead: cos(x/2) and −cos(x/2) cross at x = π with non-zero slopes, and neither has the period 2π.

The main theorem treats all the planes labelled by the integer `n`. Here `hper` is periodicity, `hmir` is mirror symmetry and `hk` places k on the plane. The step `hs` computes the reflection coefficient n + 2t, `e` rewrites the reflected point as k − tG − nG, and `hper.sub_zsmul_eq` removes nG.

```lean
/-- Let a band have period `G` and be invariant under the mirror reversing `G`. At every point
of the planes `⟨k, G⟩ = n ‖G‖² / 2`, `n` an integer, where the band is differentiable, its
derivative along `G` vanishes. -/
theorem slope_zero_on_planes {E : V → ℝ} {G k : V} (n : ℤ)
    (hE : DifferentiableAt ℝ E k) (hper : Function.Periodic E G)
    (hmir : MirrorInvariant E G) (hk : inner ℝ k G = n * ‖G‖ ^ 2 / 2) :
    fderiv ℝ E k G = 0 := by
  apply slope_zero_of_even_line hE
  intro t
  -- the mirror shifts `k + t G` by `-(n + 2t) G`
  have hs : ((n : ℝ) + 2 * t) * ‖G‖ ^ 2 = 2 * inner ℝ (k + t • G) G := by
    rw [inner_add_left, real_inner_smul_left, real_inner_self_eq_norm_sq, hk]
    ring
  have e : k + t • G - ((n : ℝ) + 2 * t) • G = k - t • G - n • G := by
    rw [← Int.cast_smul_eq_zsmul ℝ n G]
    module
  -- the remaining `n G` is a period
  rw [← hmir _ _ hs, e, hper.sub_zsmul_eq]
```

Setting n = 1 gives the plane that contains the zone face of G, when G has one.

```lean
/-- Let a band have period `G` and be invariant under the mirror reversing `G`. Where it is
differentiable on the plane `⟨k, G⟩ = ‖G‖² / 2`, which contains the zone face of `G` if there is
one, its derivative along `G` vanishes. -/
theorem slope_zero_on_zone_face {E : V → ℝ} {G k : V}
    (hE : DifferentiableAt ℝ E k) (hper : Function.Periodic E G)
    (hmir : MirrorInvariant E G) (hk : inner ℝ k G = ‖G‖ ^ 2 / 2) :
    fderiv ℝ E k G = 0 :=
  slope_zero_on_planes 1 hE hper hmir (by rw [hk]; norm_num)
```

The inversion result has the stronger conclusion `fderiv ℝ E k = 0`: the whole derivative vanishes. Its hypothesis is correspondingly special, since `(2 : ℝ) • k` must be a period. The tactic `ext v` reduces the claim to one direction at a time, and the first lemma applies again.

```lean
/-- If a band is invariant under inversion and `2k` is one of its periods, then its derivative
at `k` vanishes in all directions, provided it is differentiable there. -/
theorem gradient_zero_at_inversion_point {E : V → ℝ} {k : V}
    (hE : DifferentiableAt ℝ E k) (hinv : ∀ q, E (-q) = E q)
    (hper : Function.Periodic E ((2 : ℝ) • k)) : fderiv ℝ E k = 0 := by
  ext v
  have h : fderiv ℝ E k v = 0 := by
    apply slope_zero_of_even_line hE
    intro t
    have e : k - t • v = -(k + t • v) + (2 : ℝ) • k := by module
    rw [e, hper, hinv]
  simpa using h
```

## A two-dimensional band with and without the mirror

In the example, `k 0` and `k 1` are the coordinates x and y, and `band c` is the function studied above.

```lean
/-- The plane of two-dimensional wave vectors `(x, y)`. -/
abbrev Plane := EuclideanSpace ℝ (Fin 2)

/-- The band `cos x + cos y + c cos (x + y)`. -/
def band (c : ℝ) (k : Plane) : ℝ := cos (k 0) + cos (k 1) + c * cos (k 0 + k 1)

/-- The reciprocal vector `(2π, 0)`. -/
def Gx : Plane := !₂[2 * π, 0]

/-- The reciprocal vector `(0, 2π)`. -/
def Gy : Plane := !₂[0, 2 * π]
```

The squared length of `Gx` is needed to locate the face and to evaluate the mirror condition.

```lean
/-- The squared length of the reciprocal vector `(2π, 0)` is `(2π)²`. -/
theorem Gx_norm_sq : ‖Gx‖ ^ 2 = 2 * π * (2 * π) := by
  have g0 : Gx 0 = 2 * π := by simp [Gx]
  have g1 : Gx 1 = 0 := by simp [Gx]
  rw [EuclideanSpace.norm_sq_eq, Fin.sum_univ_two]
  simp only [Real.norm_eq_abs, sq_abs, g0, g1]
  ring
```

Both periods follow from the 2π-periodicity of the cosine.

```lean
/-- The band `cos x + cos y + c cos (x + y)` has the periods `(2π, 0)` and `(0, 2π)`. -/
theorem band_periodic (c : ℝ) :
    Function.Periodic (band c) Gx ∧ Function.Periodic (band c) Gy := by
  constructor
  · intro k
    have e0 : (k + Gx) 0 = k 0 + 2 * π := by simp [Gx]
    have e1 : (k + Gx) 1 = k 1 := by simp [Gx]
    have e2 : k 0 + 2 * π + k 1 = k 0 + k 1 + 2 * π := by ring
    simp only [band, e0, e1, e2, cos_add_two_pi]
  · intro k
    have e0 : (k + Gy) 0 = k 0 := by simp [Gy]
    have e1 : (k + Gy) 1 = k 1 + 2 * π := by simp [Gy]
    have e2 : k 0 + (k 1 + 2 * π) = k 0 + k 1 + 2 * π := by ring
    simp only [band, e0, e1, e2, cos_add_two_pi]
```

The next theorem establishes differentiability and computes the slope by the chain rule, with `p0` and `p1` as the coordinate functionals. Because `Gx` has length 2π, the value is 2π times the ordinary x-derivative.

```lean
/-- The band `cos x + cos y + c cos (x + y)` is differentiable, and its derivative along
`(2π, 0)` is `-2π (sin x + c sin (x + y))`. -/
theorem band_slope (c : ℝ) (k : Plane) :
    DifferentiableAt ℝ (band c) k ∧
      fderiv ℝ (band c) k Gx = -(2 * π) * (sin (k 0) + c * sin (k 0 + k 1)) := by
  let p0 : Plane →L[ℝ] ℝ := EuclideanSpace.proj (0 : Fin 2)
  let p1 : Plane →L[ℝ] ℝ := EuclideanSpace.proj (1 : Fin 2)
  have h0 : HasFDerivAt (fun q : Plane => q 0) p0 k := p0.hasFDerivAt
  have h1 : HasFDerivAt (fun q : Plane => q 1) p1 k := p1.hasFDerivAt
  have h : HasFDerivAt (band c) (-sin (k 0) • p0 + -sin (k 1) • p1
      + c • (-sin (k 0 + k 1) • (p0 + p1))) k :=
    (h0.cos.add h1.cos).add ((h0.add h1).cos.const_mul c)
  have g0 : p0 Gx = 2 * π := by simp [p0, Gx]
  have g1 : p1 Gx = 0 := by simp [p1, Gx]
  refine ⟨h.differentiableAt, ?_⟩
  rw [h.fderiv]
  simp only [add_apply, smul_apply, smul_eq_mul, g0, g1]
  ring
```

For c = 0 the band satisfies every assumption on `E` and `G` in the face theorem, with a non-zero G. The mirror condition reduces to s · 2π = 2x, so the reflected point is (−x, y), and the cosine does not notice the change of sign.

```lean
/-- The band `cos x + cos y` is differentiable, has the non-zero period `(2π, 0)` and is
invariant under the mirror reversing it. -/
theorem slope_zero_on_zone_face_witness :
    Gx ≠ 0 ∧ Differentiable ℝ (band 0) ∧ Function.Periodic (band 0) Gx ∧
      MirrorInvariant (band 0) Gx := by
  have hpi : (2 * π) ≠ 0 := by positivity
  refine ⟨?_, fun k => (band_slope 0 k).1, (band_periodic 0).1, ?_⟩
  · intro h
    have h0 : Gx 0 = 0 := by rw [h]; rfl
    have h1 : Gx 0 = 2 * π := by simp [Gx]
    exact hpi (h1.symm.trans h0)
  · intro k s hs
    have hi : inner ℝ k Gx = 2 * π * k 0 := by
      simp [Gx, PiLp.inner_apply, Fin.sum_univ_two]
    rw [Gx_norm_sq, hi] at hs
    have hx : s * (2 * π) = 2 * k 0 := by
      apply mul_left_cancel₀ hpi
      linarith
    -- the mirror changes the sign of `x` and keeps `y`
    have e0 : (k - s • Gx) 0 = k 0 - s * (2 * π) := by simp [Gx]
    have e1 : (k - s • Gx) 1 = k 1 := by simp [Gx]
    have e2 : k 0 - s * (2 * π) = -k 0 := by linarith
    simp only [band, e0, e1, e2, cos_neg, zero_mul]
```

The last theorem treats the example for all c and y. It states evenness, membership of (π, y) in the plane ⟨k, G⟩ = ‖G‖²/2, and the slope 2πc sin y along `Gx`, which is c sin y per unit length. The face of the square zone is the part with |y| ≤ π. Taking c = 1 and y = π/2 gives unit normal slope, so evenness, differentiability and both periods together do not force the slope to vanish on the face.

```lean
/-- The band `cos x + cos y + c cos (x + y)` is invariant under inversion. The point `(π, y)` lies
on the plane `⟨k, G⟩ = ‖G‖² / 2` for `G = (2π, 0)`, and the derivative along `G` there is
`2π c sin y`. -/
theorem inversion_not_sufficient (c y : ℝ) :
    (∀ k, band c (-k) = band c k) ∧
      inner ℝ (!₂[π, y] : Plane) Gx = ‖Gx‖ ^ 2 / 2 ∧
      fderiv ℝ (band c) !₂[π, y] Gx = 2 * π * (c * sin y) := by
  refine ⟨?_, ?_, ?_⟩
  · intro k
    have e0 : (-k) 0 = -k 0 := rfl
    have e1 : (-k) 1 = -k 1 := rfl
    have e2 : -k 0 + -k 1 = -(k 0 + k 1) := by ring
    simp only [band, e0, e1, e2, cos_neg]
  · have hi : inner ℝ (!₂[π, y] : Plane) Gx = 2 * π * π := by
      simp [Gx, PiLp.inner_apply, Fin.sum_univ_two]
    rw [Gx_norm_sq, hi]
    ring
  · have e0 : (!₂[π, y] : Plane) 0 = π := by simp
    have e1 : (!₂[π, y] : Plane) 1 = y := by simp
    rw [(band_slope c _).2, e0, e1, sin_add, sin_pi, cos_pi]
    ring

end

end ZoneFaceSlope
```

```lean
#print axioms ZoneFaceSlope.slope_zero_on_zone_face
#print axioms ZoneFaceSlope.gradient_zero_at_inversion_point
#print axioms ZoneFaceSlope.inversion_not_sufficient
```

```
'ZoneFaceSlope.slope_zero_on_zone_face' depends on axioms: [propext, Classical.choice, Quot.sound]
'ZoneFaceSlope.gradient_zero_at_inversion_point' depends on axioms: [propext, Classical.choice, Quot.sound]
'ZoneFaceSlope.inversion_not_sufficient' depends on axioms: [propext, Classical.choice, Quot.sound]
```
